# Among weights of sum one, inverse-variance weights give independent density-matrix estimates their least mixed variance

Each numerical estimate of a density-matrix element is modelled here as a real random variable on a probability space, and its random error is measured by the variance, which does not include any bias. The variance of a mixture then follows from independence and is not postulated as a formula. In non-equilibrium Green's function (NEGF) calculations, such estimates arise when the density matrix is split into an equilibrium contour integral for one electrode and a correction over the bias window. Each electrode gives one such splitting. Below, "contour" is short for the whole estimate from one splitting, including its bias-window correction. Quadrature errors are deterministic, so treating them as random is an idealisation.

Let $X_i$ be the estimates, with $i$ in a finite set, let $a_i$ be their variances and let $w_i$ be real weights, which may be negative. The code works over a measurable space `Ω` with measure `μ`, and `ι` labels the estimates.

```lean
import Mathlib

open MeasureTheory ProbabilityTheory
open scoped NNReal ENNReal

namespace DensityMatrixContourMixing

noncomputable section

variable {ι Ω : Type*} [Fintype ι] [MeasurableSpace Ω]
```

The mixture is $\sum_i w_iX_i$.

```lean
/-- The weighted mixture of several estimates of one real density-matrix element. -/
def mixture (w : ι → ℝ) (X : ι → Ω → ℝ) : Ω → ℝ := fun ω => ∑ i, w i * X i ω
```

The total precision is $P=\sum_i 1/a_i$.

```lean
/-- The total precision: the sum of the inverse variances. -/
def totalPrecision (a : ι → ℝ) : ℝ := ∑ i, (a i)⁻¹
```

The candidate optimum is $w_i^*=1/(a_iP)$.

```lean
/-- The inverse-variance weight of each estimate. -/
def optimalWeight (a : ι → ℝ) : ι → ℝ := fun i => (a i)⁻¹ / totalPrecision a
```

## Weights of sum one preserve a common mean

If every estimate has the same mean $m$, linearity gives

$$\mathbb E\Big[\sum_i w_iX_i\Big]=\sum_i w_i m=m\sum_i w_i=m.$$

The constraint `hw` therefore keeps the mixture free of any new bias. Without it, setting all weights to zero gives zero variance and the useless estimate $0$. The proof below exchanges the integral with the finite sum, which needs each `X i` to be integrable, and then applies `hw`. The common mean is assumed only in this theorem; the variance results do not need it.

```lean
/-- If all estimates have the same mean, a mixture with weights of sum one has that mean too. -/
theorem mean_mixture {μ : Measure Ω} {X : ι → Ω → ℝ} {w : ι → ℝ} {m : ℝ}
    (hX : ∀ i, Integrable (X i) μ) (hm : ∀ i, ∫ ω, X i ω ∂μ = m) (hw : ∑ i, w i = 1) :
    ∫ ω, mixture w X ω ∂μ = m := by
  unfold mixture
  rw [MeasureTheory.integral_finsetSum _ (fun i _ => (hX i).const_mul (w i))]
  simp only [integral_const_mul, hm]
  rw [← Finset.sum_mul, hw, one_mul]
```

## Finite variance and pairwise independence remove the cross terms

The condition `MemLp (X i) 2 μ` says that an estimate is square-integrable, so its fluctuations have a finite variance. If the estimates are independent and one has an error too heavy-tailed for a finite variance, every mixture giving it non-zero weight has infinite variance. In Mathlib, the real-valued `variance` of a measurable variable with infinite variance is zero, so the number alone would mislead.

Multiplying an estimate by $c$ multiplies its variance by $c^2$.

```lean
/-- Scaling an estimate by a weight scales its variance by the square of the weight. -/
theorem variance_weighted (μ : Measure Ω) (c : ℝ) (X : Ω → ℝ) :
    variance (fun ω => c * X ω) μ = c ^ 2 * variance X μ :=
  variance_const_mul _ _ _
```

For square-integrable estimates,

$$\operatorname{Var}\Big(\sum_i w_iX_i\Big)=\sum_i w_i^2a_i+\sum_{i\ne j}w_iw_j\operatorname{Cov}(X_i,X_j).$$

Independence means physically that the error of one contour carries no information about the error of another. It makes every covariance vanish. In Lean, `hind` states this for each pair of distinct estimates, `IndepFun.comp` carries it over to the weighted variables, and `IndepFun.variance_sum` adds their variances.

Contours that share a Hamiltonian or an energy grid may have correlated errors. Two extreme cases show what then fails for two estimates $X$ and $Y$ of mean $m$ and variance $a>0$, mixed with weights of sum one. If $Y=X$, every mixture has variance $a$ and mixing gains nothing. If $Y=2m-X$, equal weights give variance zero, below the bound for independent estimates.

```lean
/-- For pairwise independent, square-integrable estimates the variance of the mixture is the sum of
the individual variances, each multiplied by its squared weight. -/
theorem variance_mixture {μ : Measure Ω} [IsProbabilityMeasure μ] {X : ι → Ω → ℝ}
    (hX : ∀ i, MemLp (X i) 2 μ) (hind : Pairwise fun i j => IndepFun (X i) (X j) μ)
    (w : ι → ℝ) :
    variance (mixture w X) μ = ∑ i, w i ^ 2 * variance (X i) μ := by
  have hsum : mixture w X = ∑ i, fun ω => w i * X i ω := by
    ext ω
    simp [mixture, Finset.sum_apply]
  rw [hsum, IndepFun.variance_sum (fun i _ => (hX i).const_mul (w i))
    (fun i _ j _ hij =>
      (hind hij).comp (measurable_const_mul (w i)) (measurable_const_mul (w j)))]
  exact Finset.sum_congr rfl fun i _ => variance_weighted μ (w i) (X i)
```

## Positive variances make the optimum unique

The hypothesis `ha` says that every estimate fluctuates. It makes $P$ positive for a nonempty set of estimates, and hence $\sum_i w_i^*=P/P=1$: the candidate weights satisfy the constraint.

```lean
/-- For a nonempty family of positive variances the inverse-variance weights sum to one. -/
theorem sum_optimalWeight [Nonempty ι] {a : ι → ℝ} (ha : ∀ i, 0 < a i) :
    ∑ i, optimalWeight a i = 1 := by
  have hP : 0 < totalPrecision a :=
    Finset.sum_pos (fun i _ => inv_pos.2 (ha i)) Finset.univ_nonempty
  unfold optimalWeight
  rw [← Finset.sum_div]
  exact div_self hP.ne'
```

To compare them with other weights, expand one penalty term:

$$a_i(w_i-w_i^*)^2=a_iw_i^2-\frac{2w_i}{P}+\frac{1}{a_iP^2}.$$

Summing over $i$, with $\sum_i w_i=1$ and $\sum_i 1/a_i=P$, gives

$$\sum_i a_i(w_i-w_i^*)^2=\sum_i w_i^2a_i-\frac2P+\frac1P,$$

and therefore

$$\sum_i w_i^2a_i=\frac1P+\sum_i a_i(w_i-w_i^*)^2.$$

In the proof, `key` is the expansion for one index, and the final rewriting performs the summation. An empty set of estimates is excluded because its weights sum to zero.

```lean
/-- For positive variances and weights of sum one, the weighted variance is the inverse total
precision plus a quadratic penalty for departing from the inverse-variance weights. -/
theorem weighted_variance_eq {a w : ι → ℝ} (ha : ∀ i, 0 < a i) (hw : ∑ i, w i = 1) :
    ∑ i, w i ^ 2 * a i
      = (totalPrecision a)⁻¹ + ∑ i, a i * (w i - optimalWeight a i) ^ 2 := by
  rcases isEmpty_or_nonempty ι with h | h
  · simp at hw
  have hP : 0 < totalPrecision a :=
    Finset.sum_pos (fun i _ => inv_pos.2 (ha i)) Finset.univ_nonempty
  have hP' := hP.ne'
  -- expand each square; the cross term is linear in the weight
  have key : ∀ i, a i * (w i - optimalWeight a i) ^ 2
      = w i ^ 2 * a i - 2 / totalPrecision a * w i + (a i)⁻¹ / totalPrecision a ^ 2 := by
    intro i
    have hi := (ha i).ne'
    unfold optimalWeight
    field_simp
    ring
  have hs : ∑ i, (a i)⁻¹ = totalPrecision a := rfl
  have hq : totalPrecision a / totalPrecision a ^ 2 = (totalPrecision a)⁻¹ := by
    field_simp
  rw [Finset.sum_congr rfl fun i _ => key i, Finset.sum_add_distrib, Finset.sum_sub_distrib,
    ← Finset.mul_sum, ← Finset.sum_div, hw, hs, hq]
  ring
```

The penalties are non-negative, so the variance is at least $1/P$. Equality makes every penalty vanish, and $a_i>0$ then forces $w_i=w_i^*$. The next proof follows this argument: `hV` combines independence with the completed square, and `Finset.sum_eq_zero_iff_of_nonneg` passes from a zero sum to zero terms.

Without positivity, uniqueness can fail: if there are only two estimates and both have variance zero, all weights of sum one give the same minimum.

```lean
/-- Among all mixtures, with weights of sum one, of pairwise independent, square-integrable
estimates of positive variance, the variance is at least the inverse total precision, with equality
exactly for the inverse-variance weights. -/
theorem least_variance_mixture {μ : Measure Ω} [IsProbabilityMeasure μ] {X : ι → Ω → ℝ}
    (hX : ∀ i, MemLp (X i) 2 μ) (hind : Pairwise fun i j => IndepFun (X i) (X j) μ)
    {a : ι → ℝ} (hvar : ∀ i, variance (X i) μ = a i) (ha : ∀ i, 0 < a i)
    {w : ι → ℝ} (hw : ∑ i, w i = 1) :
    (totalPrecision a)⁻¹ ≤ variance (mixture w X) μ ∧
      (variance (mixture w X) μ = (totalPrecision a)⁻¹ ↔ w = optimalWeight a) := by
  have hnn : ∀ i ∈ Finset.univ, 0 ≤ a i * (w i - optimalWeight a i) ^ 2 :=
    fun i _ => mul_nonneg (ha i).le (sq_nonneg _)
  have hV : variance (mixture w X) μ
      = (totalPrecision a)⁻¹ + ∑ i, a i * (w i - optimalWeight a i) ^ 2 := by
    rw [variance_mixture hX hind w, ← weighted_variance_eq ha hw]
    exact Finset.sum_congr rfl fun i _ => by rw [hvar i]
  rw [hV]
  refine ⟨by linarith [Finset.sum_nonneg hnn], fun h => ?_, fun h => ?_⟩
  · -- a vanishing sum of penalties forces every weight to its optimum
    have h0 : ∑ i, a i * (w i - optimalWeight a i) ^ 2 = 0 := by linarith
    funext i
    have hi := (Finset.sum_eq_zero_iff_of_nonneg hnn).1 h0 i (Finset.mem_univ i)
    have h2 := (mul_eq_zero.1 hi).resolve_left (ha i).ne'
    exact sub_eq_zero.1 (pow_eq_zero_iff two_ne_zero |>.1 h2)
  · simp [h]
```

## A second estimate makes the improvement strict

The condition `Nontrivial ι` says that there are at least two estimates. For any $i$, another estimate $j$ contributes $1/a_j>0$, so $P>1/a_i$ and $1/P<a_i$. The proof finds this $j$ with `exists_ne`, compares the sum with its single term and inverts the inequality. With only one estimate, $1/P=a_1$ and there is no improvement.

```lean
/-- With at least two estimates of positive variance, the inverse total precision is strictly
smaller than every individual variance. -/
theorem inv_totalPrecision_lt [Nontrivial ι] {a : ι → ℝ} (ha : ∀ i, 0 < a i) (i : ι) :
    (totalPrecision a)⁻¹ < a i := by
  obtain ⟨j, hj⟩ := exists_ne i
  have h : (a i)⁻¹ < totalPrecision a :=
    Finset.single_lt_sum (f := fun k => (a k)⁻¹) hj (Finset.mem_univ i) (Finset.mem_univ j)
      (inv_pos.2 (ha j)) (fun k _ _ => (inv_pos.2 (ha k)).le)
  exact inv_lt_of_inv_lt₀ (ha i) h
```

## Two contours have the optimum $w=b/(a+b)$

For variances $a,b>0$ and weights $w,1-w$, the sum constraint is built in. For independent estimates $X$ and $Y$, the variance of $wX+(1-w)Y$ is $w^2a+(1-w)^2b$, and completing the square gives

$$w^2a+(1-w)^2b=\frac{ab}{a+b}+(a+b)\left(w-\frac b{a+b}\right)^2.$$

The minimum is thus $ab/(a+b)$, reached only at $w=b/(a+b)$. It lies below $a$ because $ab<a(a+b)$, and below $b$ because $ab<b(a+b)$. In the Lean proof, `hV` says that the variance equals the right-hand side of the display, and the last two goals are these inequalities.

Take $a=1$ and $b=4$ in common units. The optimal weight is $w=4/5$, with variance $\frac{16}{25}\cdot1+\frac1{25}\cdot4=\frac45$. Equal weights give $\frac14+1=\frac54$, which is worse than using the first estimate alone.

For NEGF practice, this supports giving the less noisy contour more weight, within a model of one real matrix element, unbiased estimates, independent errors, known variances and fixed weights. Estimating the variances from a calculation is a separate problem.

```lean
/-- Two independent, square-integrable estimates with positive variances `a` and `b`, mixed with
weights `w` and `1 - w`, have least variance `ab/(a+b)`, reached only at `w = b/(a+b)` and strictly
below both `a` and `b`. -/
theorem two_contour_mixing {μ : Measure Ω} [IsProbabilityMeasure μ] {X Y : Ω → ℝ} {a b : ℝ}
    (hX : MemLp X 2 μ) (hY : MemLp Y 2 μ) (hind : IndepFun X Y μ)
    (hXa : variance X μ = a) (hYb : variance Y μ = b) (ha : 0 < a) (hb : 0 < b) :
    (∀ w : ℝ, a * b / (a + b) ≤ variance (fun ω => w * X ω + (1 - w) * Y ω) μ) ∧
    (∀ w : ℝ, variance (fun ω => w * X ω + (1 - w) * Y ω) μ = a * b / (a + b)
      ↔ w = b / (a + b)) ∧
    a * b / (a + b) < a ∧ a * b / (a + b) < b := by
  have hab : 0 < a + b := add_pos ha hb
  have hV : ∀ w : ℝ, variance (fun ω => w * X ω + (1 - w) * Y ω) μ
      = a * b / (a + b) + (a + b) * (w - b / (a + b)) ^ 2 := by
    intro w
    have h : variance (fun ω => w * X ω + (1 - w) * Y ω) μ
        = variance (fun ω => w * X ω) μ + variance (fun ω => (1 - w) * Y ω) μ :=
      IndepFun.variance_add (hX.const_mul w) (hY.const_mul (1 - w))
        (hind.comp (measurable_const_mul w) (measurable_const_mul (1 - w)))
    rw [h, variance_weighted, variance_weighted, hXa, hYb]
    have hne := hab.ne'
    field_simp
    ring
  refine ⟨fun w => ?_, fun w => ⟨fun h => ?_, fun h => ?_⟩, ?_, ?_⟩
  · rw [hV w]
    have := mul_nonneg hab.le (sq_nonneg (w - b / (a + b)))
    linarith
  · rw [hV w] at h
    have h0 : (a + b) * (w - b / (a + b)) ^ 2 = 0 := by linarith
    have h2 := (mul_eq_zero.1 h0).resolve_left hab.ne'
    exact sub_eq_zero.1 (pow_eq_zero_iff two_ne_zero |>.1 h2)
  · rw [hV w, h]
    simp
  · rw [div_lt_iff₀ hab]
    nlinarith [mul_pos ha ha]
  · rw [div_lt_iff₀ hab]
    nlinarith [mul_pos hb hb]
```

## Gaussian errors realise every pair of variances

Two independent centred Gaussian variables provide a concrete model for any prescribed $a$ and $b$. They are the coordinates of a product measure: the product structure gives independence, and each marginal distribution gives its variance. The type `ℝ≥0` also allows zero variance; the mixing theorem applies when both values are positive.

```lean
/-- The two coordinates of a product of centred Gaussian measures are independent,
square-integrable estimates with the prescribed variances `a` and `b`. -/
theorem two_contour_mixing_witness (a b : ℝ≥0) :
    let μ := (gaussianReal 0 a).prod (gaussianReal 0 b)
    MemLp (Prod.fst : ℝ × ℝ → ℝ) 2 μ ∧ MemLp (Prod.snd : ℝ × ℝ → ℝ) 2 μ ∧
      IndepFun (Prod.fst : ℝ × ℝ → ℝ) Prod.snd μ ∧
      variance (Prod.fst : ℝ × ℝ → ℝ) μ = a ∧ variance (Prod.snd : ℝ × ℝ → ℝ) μ = b := by
  intro μ
  have hL : ∀ v : ℝ≥0, MemLp (id : ℝ → ℝ) 2 (gaussianReal 0 v) := by
    intro v
    have h : MemLp (id : ℝ → ℝ) ((2 : ℝ≥0) : ℝ≥0∞) (gaussianReal 0 v) :=
      memLp_id_gaussianReal 2
    rwa [ENNReal.coe_ofNat] at h
  have h1 : MeasurePreserving Prod.fst μ (gaussianReal 0 a) := measurePreserving_fst
  have h2 : MeasurePreserving Prod.snd μ (gaussianReal 0 b) := measurePreserving_snd
  refine ⟨(hL a).comp_measurePreserving h1, (hL b).comp_measurePreserving h2,
    indepFun_prod measurable_id measurable_id, ?_, ?_⟩
  · -- the variance of a coordinate is that of its marginal distribution
    have h := variance_map (X := (id : ℝ → ℝ)) (μ := μ) (Y := Prod.fst)
      aemeasurable_id h1.measurable.aemeasurable
    rw [h1.map_eq, variance_id_gaussianReal] at h
    exact h.symm
  · have h := variance_map (X := (id : ℝ → ℝ)) (μ := μ) (Y := Prod.snd)
      aemeasurable_id h2.measurable.aemeasurable
    rw [h2.map_eq, variance_id_gaussianReal] at h
    exact h.symm

end

end DensityMatrixContourMixing
```

```lean
#print axioms DensityMatrixContourMixing.sum_optimalWeight
#print axioms DensityMatrixContourMixing.least_variance_mixture
#print axioms DensityMatrixContourMixing.inv_totalPrecision_lt
#print axioms DensityMatrixContourMixing.two_contour_mixing
```

```
'DensityMatrixContourMixing.sum_optimalWeight' depends on axioms: [propext, Classical.choice, Quot.sound]
'DensityMatrixContourMixing.least_variance_mixture' depends on axioms: [propext, Classical.choice, Quot.sound]
'DensityMatrixContourMixing.inv_totalPrecision_lt' depends on axioms: [propext, Classical.choice, Quot.sound]
'DensityMatrixContourMixing.two_contour_mixing' depends on axioms: [propext, Classical.choice, Quot.sound]
```
